# The hydrogen 1s orbital is an exact fixed point of the bound-state Green-function iteration at its own decay constant

Atomic units are used throughout. An s-wave orbital R(r) is represented by its reduced form u(r) = r R(r), and a bound-state energy E < 0 by the decay constant μ > 0 with E = −μ²/2. The radial Schrödinger equation is then

u″ = (μ² + 2V)u, or equivalently −u″ + μ²u = −2Vu.

```lean
import Mathlib

open MeasureTheory Filter Topology Set

namespace BoundStateGreenIteration

noncomputable section
```

With the conditions u(0) = 0 and decay at infinity, the inverse of the operator on the left of the second form has the radial Yukawa kernel

G(r,s) = sinh(μ min(r,s)) exp(−μ max(r,s)) / μ.

```lean
/-- The s-wave radial Yukawa kernel with decay constant `μ`. -/
def yukawaKernel (μ r s : ℝ) : ℝ :=
  Real.sinh (μ * min r s) * Real.exp (-(μ * max r s)) / μ
```

One iteration step, with μ and V held fixed, is

(Tu)(r) = ∫₀^∞ G(r,s) (−2V(s)u(s)) ds.

In Lean this is `greenStep μ V u r`. Potentials and orbitals are real functions on all of ℝ, but only s > 0 enters the integral.

```lean
/-- One step of the bound-state Green-function iteration for a reduced radial orbital `u`
in the potential `V`, in atomic units. -/
def greenStep (μ : ℝ) (V u : ℝ → ℝ) (r : ℝ) : ℝ :=
  ∫ s in Ioi (0 : ℝ), yukawaKernel μ r s * (-2 * V s * u s)
```

A nucleus of charge Z has V(s) = −Z/s, so −2V = 2Z/s.

```lean
/-- The Coulomb potential of a nucleus of charge `Z`. -/
def coulomb (Z s : ℝ) : ℝ := -Z / s
```

## (a) Powers against exponentials

Show that for μ > 0 and every natural number n,

sⁿ exp(−μs) → 0 as s → ∞.

**Solution.** Put x = μs, so that the expression is μ⁻ⁿ xⁿ exp(−x). Since exp(x) ≥ xⁿ⁺¹/(n+1)! for x > 0, we have xⁿ exp(−x) ≤ (n+1)!/x, which tends to 0.

The Lean proof takes the limit for xⁿ exp(−x) from Mathlib and performs the same rescaling.

```lean
/-- A power of the radius times a decaying exponential tends to zero at large distance. -/
theorem pow_exp_decay {μ : ℝ} (hμ : 0 < μ) (n : ℕ) :
    Tendsto (fun s : ℝ => s ^ n * Real.exp (-(μ * s))) atTop (𝓝 0) := by
  have h := ((Real.tendsto_pow_mul_exp_neg_atTop_nhds_zero n).comp
    (tendsto_id.const_mul_atTop hμ)).const_mul ((μ ^ n)⁻¹)
  rw [mul_zero] at h
  refine h.congr (fun s => ?_)
  have hn : μ ^ n ≠ 0 := pow_ne_zero n hμ.ne'
  simp only [Function.comp_apply, id_eq, mul_pow]
  rw [← mul_assoc, ← mul_assoc, inv_mul_cancel₀ hn, one_mul]
```

## (b) Inverting the radial operator

Let u and v be continuous on [0,∞), with u(0) = 0 and both tending to 0 at infinity. For s > 0 let u′ = v and v′ = μ²u − f, with f integrable on (0,∞). Show that for μ > 0 and r > 0

∫₀^∞ G(r,s) f(s) ds = u(r).

**Solution.** Split the integral at s = r. On the inner part,

d/ds [μ cosh(μs)u − sinh(μs)v]
= μ² sinh(μs)u + μ cosh(μs)v − μ cosh(μs)v − sinh(μs)(μ²u − f)
= sinh(μs)f.

The bracket vanishes at s = 0, hence

∫₀^r sinh(μs)f ds = μ cosh(μr)u(r) − sinh(μr)v(r).

On the outer part,

d/ds [−exp(−μs)(v + μu)]
= exp(−μs)(μv + μ²u − μ²u + f − μv)
= exp(−μs)f.

The bracket vanishes at infinity, hence

∫ᵣ^∞ exp(−μs)f ds = exp(−μr)(v(r) + μu(r)).

Multiply the first result by exp(−μr)/μ and the second by sinh(μr)/μ, then add. The terms in v(r) cancel, leaving

exp(−μr)(cosh(μr) + sinh(μr))u(r) = u(r).

In the proof, `h1` and `h2` are the two integrals, `hA` and `hB` give the kernel on each side of r, and `e` is the final exponential identity. Integrability follows because sinh(μs) is bounded on [0,r] and exp(−μs) ≤ 1 on the outer part.

```lean
/-- Let `u` solve `-u'' + μ² u = f` for `s > 0`, with `f` integrable, `u(0) = 0`, and both `u` and
its derivative `v` continuous up to the origin and tending to zero at infinity. Then, at every `r >
0`, `u r` is the integral of `f` against the radial Yukawa kernel. -/
theorem green_representation {μ r : ℝ} (hμ : 0 < μ) (hr : 0 < r) {u v f : ℝ → ℝ}
    (hcu : ContinuousOn u (Ici 0)) (hcv : ContinuousOn v (Ici 0)) (hu0 : u 0 = 0)
    (hu : ∀ s, 0 < s → HasDerivAt u (v s) s)
    (hv : ∀ s, 0 < s → HasDerivAt v (μ ^ 2 * u s - f s) s)
    (hut : Tendsto u atTop (𝓝 0)) (hvt : Tendsto v atTop (𝓝 0))
    (hf : IntegrableOn f (Ioi 0)) :
    ∫ s in Ioi (0 : ℝ), yukawaKernel μ r s * f s = u r := by
  have hlin : ∀ s : ℝ, HasDerivAt (fun t : ℝ => μ * t) μ s := fun s =>
    ((hasDerivAt_id' s).const_mul μ).congr_deriv (by ring)
  -- inner region: the integrand is a total derivative
  have hi : IntervalIntegrable f volume 0 r :=
    (intervalIntegrable_iff_integrableOn_Ioc_of_le hr.le).2 (hf.mono_set Ioc_subset_Ioi_self)
  have hcs : Continuous (fun s : ℝ => Real.sinh (μ * s)) :=
    Real.continuous_sinh.comp (continuous_const.mul continuous_id)
  have hcc : Continuous (fun s : ℝ => μ * Real.cosh (μ * s)) :=
    continuous_const.mul (Real.continuous_cosh.comp (continuous_const.mul continuous_id))
  have hsi : IntervalIntegrable (fun s => Real.sinh (μ * s) * f s) volume 0 r :=
    hi.continuousOn_mul hcs.continuousOn
  have hcont : ContinuousOn
      (fun s => μ * Real.cosh (μ * s) * u s - Real.sinh (μ * s) * v s) (Icc 0 r) :=
    (hcc.continuousOn.mul (hcu.mono Icc_subset_Ici_self)).sub
      (hcs.continuousOn.mul (hcv.mono Icc_subset_Ici_self))
  have h1 : ∫ s in (0 : ℝ)..r, Real.sinh (μ * s) * f s
      = μ * Real.cosh (μ * r) * u r - Real.sinh (μ * r) * v r := by
    rw [intervalIntegral.integral_eq_sub_of_hasDerivAt_of_le hr.le hcont
      (fun s hs => ((((hlin s).cosh.const_mul μ).fun_mul (hu s hs.1)).fun_sub
        ((hlin s).sinh.fun_mul (hv s hs.1))).congr_deriv (by ring)) hsi]
    simp [hu0]
  -- outer region: the boundary term at infinity vanishes
  have hfr : Integrable f (volume.restrict (Ioi r)) := hf.mono_set (Ioi_subset_Ioi hr.le)
  have hce : Continuous (fun s : ℝ => Real.exp (-(μ * s))) := by fun_prop
  have hei : IntegrableOn (fun s => Real.exp (-(μ * s)) * f s) (Ioi r) := by
    refine Integrable.mono hfr (hce.aestronglyMeasurable.mul hfr.aestronglyMeasurable) ?_
    filter_upwards [ae_restrict_mem measurableSet_Ioi] with s hs
    have hs0 : 0 < μ * s := mul_pos hμ (hr.trans hs)
    have hle : Real.exp (-(μ * s)) ≤ 1 := Real.exp_le_one_iff.2 (by linarith)
    rw [norm_mul, Real.norm_of_nonneg (Real.exp_pos _).le]
    exact mul_le_of_le_one_left (norm_nonneg _) hle
  have ht : Tendsto (fun s => -(Real.exp (-(μ * s)) * (v s + μ * u s))) atTop (𝓝 0) := by
    have he : Tendsto (fun s : ℝ => Real.exp (-(μ * s))) atTop (𝓝 0) := by
      simpa only [pow_zero, one_mul] using pow_exp_decay hμ 0
    have t := (he.mul (hvt.add (hut.const_mul μ))).neg
    simp only [mul_zero, add_zero, neg_zero] at t
    exact t
  have h2 : ∫ s in Ioi r, Real.exp (-(μ * s)) * f s
      = Real.exp (-(μ * r)) * (v r + μ * u r) := by
    rw [integral_Ioi_of_hasDerivAt_of_tendsto' (fun s hs => by
      have hs0 : 0 < s := lt_of_lt_of_le hr hs
      exact (((hlin s).fun_neg.exp.fun_mul
        ((hv s hs0).fun_add ((hu s hs0).const_mul μ))).fun_neg).congr_deriv (by ring)) hei ht]
    ring
  -- split the kernel at s = r and join the two boundary terms
  have hA : EqOn (fun s => yukawaKernel μ r s * f s)
      (fun s => Real.exp (-(μ * r)) / μ * (Real.sinh (μ * s) * f s)) (Ioc 0 r) := by
    intro s hs
    simp only [yukawaKernel, min_eq_right hs.2, max_eq_left hs.2]
    ring
  have hB : EqOn (fun s => yukawaKernel μ r s * f s)
      (fun s => Real.sinh (μ * r) / μ * (Real.exp (-(μ * s)) * f s)) (Ioi r) := by
    intro s hs
    have h : r ≤ s := le_of_lt hs
    simp only [yukawaKernel, min_eq_left h, max_eq_right h]
    ring
  have i1 : IntegrableOn (fun s => yukawaKernel μ r s * f s) (Ioc 0 r) :=
    IntegrableOn.congr_fun (Integrable.const_mul hsi.1 _) hA.symm measurableSet_Ioc
  have i2 : IntegrableOn (fun s => yukawaKernel μ r s * f s) (Ioi r) :=
    IntegrableOn.congr_fun (Integrable.const_mul hei _) hB.symm measurableSet_Ioi
  have hdisj : Disjoint (Ioc 0 r) (Ioi r) :=
    Set.disjoint_left.2 fun x hx hx' => not_lt_of_ge hx.2 hx'
  rw [← Ioc_union_Ioi_eq_Ioi hr.le, setIntegral_union hdisj measurableSet_Ioi i1 i2,
    setIntegral_congr_fun measurableSet_Ioc hA, setIntegral_congr_fun measurableSet_Ioi hB,
    integral_const_mul, integral_const_mul, ← intervalIntegral.integral_of_le hr.le, h1, h2]
  have e : Real.exp (-(μ * r)) * (Real.cosh (μ * r) + Real.sinh (μ * r)) = 1 := by
    rw [Real.cosh_add_sinh, ← Real.exp_add, neg_add_cancel, Real.exp_zero]
  have hm : μ⁻¹ * μ = 1 := inv_mul_cancel₀ hμ.ne'
  simp only [div_eq_mul_inv]
  linear_combination u r * e + Real.exp (-(μ * r)) * u r *
    (Real.cosh (μ * r) + Real.sinh (μ * r)) * hm
```

## (c) Bound states in a general potential

Let u satisfy the radial Schrödinger equation for s > 0, with u(0) = 0, u and u′ continuous up to the origin and decaying at infinity, and Vu integrable. Show that for r > 0

(Tu)(r) = u(r).

**Solution.** Set f = −2Vu. Then u″ = (μ² + 2V)u = μ²u − f, and part (b) applies.

The Lean proof is this substitution. The conditions at the origin describe an orbital R that stays finite at the nucleus; V itself may be singular there. The existence of such a solution is assumed, and the equation says nothing about whether the iteration converges from another starting function. For a numerical implementation of this one-electron, s-wave step, any change after one step in an exact bound state satisfying these conditions is numerical error, provided μ is set to that state's own decay constant.

```lean
/-- Let `u` solve the reduced s-wave Schrödinger equation with energy `-μ²/2` for `s > 0`, with `V
u` integrable, `u(0) = 0`, and both `u` and its derivative `v` continuous up to the origin and
tending to zero at infinity. Then the Green-function step with decay constant `μ` returns `u r` at
every `r > 0`. -/
theorem bound_state_fixed_point {μ r : ℝ} (hμ : 0 < μ) (hr : 0 < r) {V u v : ℝ → ℝ}
    (hcu : ContinuousOn u (Ici 0)) (hcv : ContinuousOn v (Ici 0)) (hu0 : u 0 = 0)
    (hu : ∀ s, 0 < s → HasDerivAt u (v s) s)
    (hv : ∀ s, 0 < s → HasDerivAt v ((μ ^ 2 + 2 * V s) * u s) s)
    (hut : Tendsto u atTop (𝓝 0)) (hvt : Tendsto v atTop (𝓝 0))
    (hf : IntegrableOn (fun s => -2 * V s * u s) (Ioi 0)) :
    greenStep μ V u r = u r :=
  green_representation hμ hr hcu hcv hu0 hu
    (fun s hs => (hv s hs).congr_deriv (by ring)) hut hvt hf
```

## (d) Polynomial-exponential sources

For μ, r > 0 and real b, c, show that

∫₀^∞ G(r,s) (2μb − 2c + 4μcs) exp(−μs) ds = (br + cr²) exp(−μr).

**Solution.** Take u = (bs + cs²) exp(−μs). Then

u′ = (b + (2c − μb)s − μcs²) exp(−μs),
u″ = (2c − 2μb − 4μcs) exp(−μs) + μ²u.

So μ²u − u″ is the stated source, and part (b) gives the integral.

In Lean, `hd` differentiates a general quadratic times the exponential and is used once for u and once for u′. The decay `ht` comes from part (a), and `hint` is the integrability of the source.

```lean
/-- The Yukawa kernel maps a linear polynomial times `exp(-μ s)` to a quadratic polynomial
times the same exponential. -/
theorem green_poly_exp {μ r : ℝ} (hμ : 0 < μ) (hr : 0 < r) (b c : ℝ) :
    ∫ s in Ioi (0 : ℝ), yukawaKernel μ r s *
      ((2 * μ * b - 2 * c + 4 * μ * c * s) * Real.exp (-(μ * s)))
      = (b * r + c * r ^ 2) * Real.exp (-(μ * r)) := by
  have hd : ∀ a b c s : ℝ, HasDerivAt
      (fun t : ℝ => (a + b * t + c * t ^ 2) * Real.exp (-(μ * t)))
      ((b + 2 * c * s - μ * (a + b * s + c * s ^ 2)) * Real.exp (-(μ * s))) s := by
    intro a b c s
    have hp : HasDerivAt (fun t : ℝ => a + b * t + c * t ^ 2) (b + 2 * c * s) s :=
      ((((hasDerivAt_id' s).const_mul b).const_add a).fun_add
        ((hasDerivAt_pow 2 s).const_mul c)).congr_deriv (by norm_num; ring)
    exact (hp.fun_mul ((hasDerivAt_id' s).const_mul μ).fun_neg.exp).congr_deriv (by ring)
  have ht : ∀ a b c : ℝ, Tendsto
      (fun t : ℝ => (a + b * t + c * t ^ 2) * Real.exp (-(μ * t))) atTop (𝓝 0) := by
    intro a b c
    have h := (((pow_exp_decay hμ 0).const_mul a).add ((pow_exp_decay hμ 1).const_mul b)).add
      ((pow_exp_decay hμ 2).const_mul c)
    simp only [mul_zero, add_zero] at h
    exact h.congr (fun t => by ring)
  have hint : IntegrableOn (fun s : ℝ =>
      (2 * μ * b - 2 * c + 4 * μ * c * s) * Real.exp (-(μ * s))) (Ioi 0) := by
    have h0 := integrableOn_rpow_mul_exp_neg_mul_rpow (s := 0) (p := 1) (b := μ)
      (by norm_num) (by norm_num) hμ
    have h1 := integrableOn_rpow_mul_exp_neg_mul_rpow (s := 1) (p := 1) (b := μ)
      (by norm_num) (by norm_num) hμ
    simp only [Real.rpow_zero, Real.rpow_one, one_mul, neg_mul] at h0 h1
    have h : IntegrableOn (fun s : ℝ => (2 * μ * b - 2 * c) * Real.exp (-(μ * s))
        + 4 * μ * c * (s * Real.exp (-(μ * s)))) (Ioi 0) :=
      Integrable.add (Integrable.const_mul h0 _) (Integrable.const_mul h1 _)
    have e : (fun s : ℝ => (2 * μ * b - 2 * c + 4 * μ * c * s) * Real.exp (-(μ * s)))
        = fun s : ℝ => (2 * μ * b - 2 * c) * Real.exp (-(μ * s))
          + 4 * μ * c * (s * Real.exp (-(μ * s))) := by
      funext s
      ring
    rw [e]
    exact h
  have h := green_representation hμ hr
    (u := fun t => (0 + b * t + c * t ^ 2) * Real.exp (-(μ * t)))
    (v := fun t => (b + (2 * c - μ * b) * t + (-μ * c) * t ^ 2) * Real.exp (-(μ * t)))
    (by fun_prop) (by fun_prop) (by simp)
    (fun s _ => (hd 0 b c s).congr_deriv (by ring))
    (fun s _ => (hd b (2 * c - μ * b) (-μ * c) s).congr_deriv (by ring))
    (ht _ _ _) (ht _ _ _) hint
  simpa only [zero_add] using h
```

## (e) One step with a Coulomb potential

Apply one step with nuclear charge Z to u(s) = s exp(−μs), where μ > 0 and Z is any real number. Show that for r > 0

(Tu)(r) = (Z/μ) r exp(−μr).

**Solution.** The source is (2Z/s) s exp(−μs) = 2Z exp(−μs). This is the source of part (d) with b = Z/μ and c = 0.

The Lean step `hc` rewrites the integrand in this way, cancelling s against 1/s for s > 0.

```lean
/-- For nuclear charge `Z`, one iteration step with decay constant `μ` multiplies the orbital `r
exp(-μ r)`, with the same `μ`, by `Z/μ`. -/
theorem coulomb_step {μ r : ℝ} (hμ : 0 < μ) (hr : 0 < r) (Z : ℝ) :
    greenStep μ (coulomb Z) (fun s => s * Real.exp (-(μ * s))) r
      = Z / μ * (r * Real.exp (-(μ * r))) := by
  have h := green_poly_exp hμ hr (Z / μ) 0
  have hc : greenStep μ (coulomb Z) (fun s => s * Real.exp (-(μ * s))) r
      = ∫ s in Ioi (0 : ℝ), yukawaKernel μ r s *
        ((2 * μ * (Z / μ) - 2 * 0 + 4 * μ * 0 * s) * Real.exp (-(μ * s))) := by
    refine setIntegral_congr_fun measurableSet_Ioi (fun s hs => ?_)
    have hs0 : s ≠ 0 := (mem_Ioi.1 hs).ne'
    have e1 : -Z / s * s = -Z := div_mul_cancel₀ _ hs0
    have e2 : Z / μ * μ = Z := div_mul_cancel₀ _ hμ.ne'
    simp only [coulomb]
    linear_combination (-2 * yukawaKernel μ r s * Real.exp (-(μ * s))) * e1
      - (2 * yukawaKernel μ r s * Real.exp (-(μ * s))) * e2
  rw [hc, h]
  ring
```

## (f) The matching decay constant

For μ > 0 and u(s) = s exp(−μs), show that

(Tu)(r) = u(r) for all r > 0 ⇔ μ = Z.

**Solution.** By part (e), the left side at r = 1 reads (Z/μ) exp(−μ) = exp(−μ), so Z/μ = 1. Conversely, if μ = Z the factor Z/μ is 1 at every r.

The two directions of the Lean proof follow these two sentences. The orbital is unnormalised; its normalised form is 2μ^(3/2) r exp(−μr), and since T is linear the constant does not affect the fixed-point property.

```lean
/-- The orbital `r exp(-μ r)` is a fixed point, on `r > 0`, of the iteration with the same decay
constant `μ` and nuclear charge `Z` exactly when `μ = Z`. -/
theorem coulomb_fixed_iff {μ : ℝ} (hμ : 0 < μ) (Z : ℝ) :
    (∀ r, 0 < r → greenStep μ (coulomb Z) (fun s => s * Real.exp (-(μ * s))) r
      = r * Real.exp (-(μ * r))) ↔ μ = Z := by
  constructor
  · intro h
    have h1 := h 1 one_pos
    rw [coulomb_step hμ one_pos] at h1
    have hp : (1 : ℝ) * Real.exp (-(μ * 1)) ≠ 0 := by positivity
    have h2 : Z / μ = 1 := mul_right_cancel₀ hp (h1.trans (one_mul _).symm)
    exact ((div_eq_one_iff_eq hμ.ne').1 h2).symm
  · rintro rfl r hr
    rw [coulomb_step hμ hr, div_self hμ.ne', one_mul]
```

## (g) An orbital with a node

Let Z > 0, μ = Z/2 and u(s) = s(1 − Zs/2) exp(−Zs/2), the hydrogenic 2s orbital with its node at s = 2/Z. Show that for r > 0

(Tu)(r) = r(1 − Zr/2) exp(−Zr/2).

**Solution.** The source is

(2Z/s)u(s) = (2Z − Z²s) exp(−Zs/2).

In part (d) take b = 1 and c = −Z/2. Then 2μb − 2c = Z + Z = 2Z and 4μc = −Z², as required, and the result is (r − Zr²/2) exp(−Zr/2).

Lean makes the same choice of b and c. The normalised orbital is u multiplied by 2(Z/2)^(3/2).

```lean
/-- The hydrogenic 2s orbital is a fixed point of the iteration with decay constant `Z/2`. -/
theorem hydrogenic_2s_fixed {Z r : ℝ} (hZ : 0 < Z) (hr : 0 < r) :
    greenStep (Z / 2) (coulomb Z)
      (fun s => s * (1 - Z / 2 * s) * Real.exp (-(Z / 2 * s))) r
      = r * (1 - Z / 2 * r) * Real.exp (-(Z / 2 * r)) := by
  have h := green_poly_exp (half_pos hZ) hr 1 (-(Z / 2))
  have hc : greenStep (Z / 2) (coulomb Z)
      (fun s => s * (1 - Z / 2 * s) * Real.exp (-(Z / 2 * s))) r
      = ∫ s in Ioi (0 : ℝ), yukawaKernel (Z / 2) r s *
        ((2 * (Z / 2) * 1 - 2 * (-(Z / 2)) + 4 * (Z / 2) * (-(Z / 2)) * s)
          * Real.exp (-(Z / 2 * s))) := by
    refine setIntegral_congr_fun measurableSet_Ioi (fun s hs => ?_)
    have e1 : -Z / s * s = -Z := div_mul_cancel₀ _ (mem_Ioi.1 hs).ne'
    simp only [coulomb]
    linear_combination (-2 * yukawaKernel (Z / 2) r s * (1 - Z / 2 * s)
      * Real.exp (-(Z / 2 * s))) * e1
  rw [hc, h]
  ring
```

## (h) Hydrogen with the integral written out

For r > 0, show that

∫₀^∞ sinh(min(r,s)) exp(−max(r,s)) (2/s) s exp(−s) ds = r exp(−r).

**Solution.** This is part (f) with μ = Z = 1. It can also be integrated directly. The inner part is

2 exp(−r) ∫₀^r sinh(s) exp(−s) ds = r exp(−r) − ½exp(−r) + ½exp(−3r),

and the outer part is

2 sinh(r) ∫ᵣ^∞ exp(−2s) ds = ½exp(−r) − ½exp(−3r).

Their sum is r exp(−r).

The Lean proof takes the first route: it specialises `coulomb_fixed_iff` and unfolds the kernel and the potential.

```lean
/-- The hydrogen 1s function `s exp(-s)` satisfies its Green-function integral equation
at `μ = 1`. -/
theorem hydrogen_1s_integral_equation {r : ℝ} (hr : 0 < r) :
    ∫ s in Ioi (0 : ℝ), Real.sinh (min r s) * Real.exp (-max r s) *
      (2 / s * (s * Real.exp (-s))) = r * Real.exp (-r) := by
  have h := (coulomb_fixed_iff one_pos 1).2 rfl r hr
  simp only [one_mul] at h
  rw [← h]
  refine setIntegral_congr_fun measurableSet_Ioi (fun s _ => ?_)
  simp only [yukawaKernel, coulomb, one_mul, div_one]
  ring

end

end BoundStateGreenIteration
```

```lean
#print axioms BoundStateGreenIteration.bound_state_fixed_point
-- 'BoundStateGreenIteration.bound_state_fixed_point' depends on axioms: [propext, Classical.choice, Quot.sound]
#print axioms BoundStateGreenIteration.hydrogenic_2s_fixed
-- 'BoundStateGreenIteration.hydrogenic_2s_fixed' depends on axioms: [propext, Classical.choice, Quot.sound]
#print axioms BoundStateGreenIteration.hydrogen_1s_integral_equation
-- 'BoundStateGreenIteration.hydrogen_1s_integral_equation' depends on axioms: [propext, Classical.choice, Quot.sound]
```
